# The Radial Mean Force of a Central Potential Is the Derivative of $u(r) - k_{\mathrm B}T\,(d-1)\ln r$

In the plane, the unit vector field $w(x) = x/r$ with $r = \|x\|$ has divergence $1/r$, so even for a particle with no potential the local mean force along $w$, taken with the sign of a free-energy derivative, is $-k_{\mathrm B}T/r$, the derivative of $-k_{\mathrm B}T \ln r$. The effective force on the distance is its negative, $+k_{\mathrm B}T/r$, and points outward. The Lean file below proves the corresponding identity in $d$ dimensions, at any point $x \neq 0$, for a potential $U(x) = u(\|x\|)$ with $u$ differentiable at $\|x\|$.

```lean
import Mathlib

open scoped InnerProductSpace

namespace RadialMeanForce

noncomputable section

/-- Configuration space: Euclidean space of dimension `d`. -/
abbrev Config (d : ℕ) := EuclideanSpace ℝ (Fin d)

variable {d : ℕ}

/-- The divergence of a vector field: the sum of the diagonal partial derivatives. -/
def divergence (v : Config d → Config d) (x : Config d) : ℝ :=
  ∑ i, (fderiv ℝ v x (EuclideanSpace.single i 1)) i

/-- The radial field `w(x) = x / ‖x‖`. -/
def radialField (x : Config d) : Config d := ‖x‖⁻¹ • x

/-- The local mean force `⟨∇U, w⟩ - kT div w` of a potential `U` along a field `w`. -/
def localMeanForce (kT : ℝ) (U : Config d → ℝ) (w : Config d → Config d)
    (x : Config d) : ℝ :=
  inner ℝ (gradient U x) (w x) - kT * divergence w x

/-- The radial free energy `F(r) = u(r) - kT (d - 1) ln r`. -/
def radialFreeEnergy (d : ℕ) (kT : ℝ) (u : ℝ → ℝ) (r : ℝ) : ℝ :=
  u r - kT * ((d : ℝ) - 1) * Real.log r

/-- Away from the origin the radial field has unit length. -/
theorem norm_radialField {x : Config d} (hx : x ≠ 0) : ‖radialField x‖ = 1 := by
  rw [radialField, norm_smul, norm_inv, norm_norm, inv_mul_cancel₀ (norm_ne_zero_iff.mpr hx)]

/-- Away from the origin the gradient of the distance `‖x‖` is the radial field. -/
theorem hasGradientAt_norm {x : Config d} (hx : x ≠ 0) :
    HasGradientAt (fun y : Config d => ‖y‖) (radialField x) x := by
  have hr : ‖x‖ ≠ 0 := norm_ne_zero_iff.mpr hx
  rw [hasGradientAt_iff_hasFDerivAt]
  -- differentiate the norm as the square root of its square
  have h := (hasStrictFDerivAt_norm_sq x).hasFDerivAt.sqrt (pow_ne_zero 2 hr)
  simp only [norm_nonneg, Real.sqrt_sq] at h
  refine h.congr_fderiv (ContinuousLinearMap.ext fun y => ?_)
  show (1 / (2 * ‖x‖)) • ((2 : ℕ) • inner ℝ x y) = inner ℝ (‖x‖⁻¹ • x) y
  rw [real_inner_smul_left, smul_eq_mul, nsmul_eq_mul]
  push_cast
  field_simp

/-- The derivative of the radial field in direction `v` is the part of `v` transverse to the
radius, divided by the distance from the origin. -/
theorem fderiv_radialField {x : Config d} (hx : x ≠ 0) (v : Config d) :
    fderiv ℝ radialField x v
      = ‖x‖⁻¹ • (v - (inner ℝ (radialField x) v : ℝ) • radialField x) := by
  have hr : ‖x‖ ≠ 0 := norm_ne_zero_iff.mpr hx
  have hinv := (hasDerivAt_inv hr).comp_hasFDerivAt x (hasGradientAt_norm hx).hasFDerivAt
  -- product rule for `‖x‖⁻¹ • x`
  have h : HasFDerivAt (radialField (d := d))
      (‖x‖⁻¹ • ContinuousLinearMap.id ℝ (Config d) +
        ((-(‖x‖ ^ 2)⁻¹) • InnerProductSpace.toDual ℝ (Config d) (radialField x)).smulRight x)
      x := hinv.smul (hasFDerivAt_id x)
  rw [h.fderiv]
  show ‖x‖⁻¹ • v + ((-(‖x‖ ^ 2)⁻¹) * (inner ℝ (radialField x) v : ℝ)) • x = _
  simp only [radialField, real_inner_smul_left]
  module

/-- The divergence of the radial field is `(d - 1) / ‖x‖`. -/
theorem divergence_radialField {x : Config d} (hx : x ≠ 0) :
    divergence radialField x = ((d : ℝ) - 1) / ‖x‖ := by
  have key : ∀ i : Fin d, (fderiv ℝ radialField x (EuclideanSpace.single i 1)) i
      = ‖x‖⁻¹ * (1 - (radialField x i) ^ 2) := by
    intro i
    rw [fderiv_radialField hx]
    simp [EuclideanSpace.inner_single_right, pow_two]
  -- the squared components of a unit vector sum to one
  have h2 := EuclideanSpace.norm_sq_eq (radialField x)
  simp only [norm_radialField hx, Real.norm_eq_abs, sq_abs] at h2
  unfold divergence
  rw [Finset.sum_congr rfl fun i _ => key i, ← Finset.mul_sum, Finset.sum_sub_distrib, ← h2]
  simp only [Finset.sum_const, Finset.card_univ, Fintype.card_fin, nsmul_eq_mul, mul_one,
    one_pow]
  ring

/-- The gradient of a central potential `u(‖x‖)` is `u'(‖x‖)` times the radial field. -/
theorem hasGradientAt_central {u : ℝ → ℝ} {x : Config d} (hx : x ≠ 0)
    (hu : DifferentiableAt ℝ u ‖x‖) :
    HasGradientAt (fun y : Config d => u ‖y‖) (deriv u ‖x‖ • radialField x) x := by
  rw [hasGradientAt_iff_hasFDerivAt]
  have h := hu.hasDerivAt.comp_hasFDerivAt x (hasGradientAt_norm hx).hasFDerivAt
  refine h.congr_fderiv (ContinuousLinearMap.ext fun y => ?_)
  show deriv u ‖x‖ * inner ℝ (radialField x) y = inner ℝ (deriv u ‖x‖ • radialField x) y
  rw [real_inner_smul_left]

/-- For a central potential the local mean force along the radial field is
`u'(r) - kT (d - 1) / r` at `r = ‖x‖`. -/
theorem localMeanForce_central (kT : ℝ) {u : ℝ → ℝ} {x : Config d} (hx : x ≠ 0)
    (hu : DifferentiableAt ℝ u ‖x‖) :
    localMeanForce kT (fun y => u ‖y‖) radialField x
      = deriv u ‖x‖ - kT * (((d : ℝ) - 1) / ‖x‖) := by
  unfold localMeanForce
  rw [(hasGradientAt_central hx hu).gradient, divergence_radialField hx,
    real_inner_smul_left, real_inner_self_eq_norm_sq, norm_radialField hx]
  ring

/-- Main theorem: the radial free energy is differentiable at `r = ‖x‖`, and its derivative
there is the local mean force at `x`. -/
theorem hasDerivAt_radialFreeEnergy (kT : ℝ) {u : ℝ → ℝ} {x : Config d} (hx : x ≠ 0)
    (hu : DifferentiableAt ℝ u ‖x‖) :
    HasDerivAt (radialFreeEnergy d kT u)
      (localMeanForce kT (fun y => u ‖y‖) radialField x) ‖x‖ := by
  have hr : ‖x‖ ≠ 0 := norm_ne_zero_iff.mpr hx
  rw [localMeanForce_central kT hx hu]
  have h := hu.hasDerivAt.fun_sub
    ((Real.hasDerivAt_log hr).const_mul (kT * ((d : ℝ) - 1)))
  exact h.congr_deriv (by ring)

/-- The Boltzmann factor of the radial free energy is `r ^ (d - 1)` times the Boltzmann
factor of the potential. -/
theorem boltzmann_radialFreeEnergy (d : ℕ) {kT r : ℝ} (hT : kT ≠ 0) (hr : 0 < r)
    (u : ℝ → ℝ) :
    Real.exp (-(radialFreeEnergy d kT u r) / kT)
      = r ^ ((d : ℝ) - 1) * Real.exp (-(u r) / kT) := by
  rw [Real.rpow_def_of_pos hr, ← Real.exp_add]
  congr 1
  have h : kT * kT⁻¹ = 1 := mul_inv_cancel₀ hT
  simp only [radialFreeEnergy, div_eq_mul_inv]
  linear_combination (((d : ℝ) - 1) * Real.log r) * h

/-- The local mean force of a central potential vanishes at `x` exactly when
`r u'(r) = kT (d - 1)` at `r = ‖x‖`. -/
theorem localMeanForce_eq_zero_iff (kT : ℝ) {u : ℝ → ℝ} {x : Config d} (hx : x ≠ 0)
    (hu : DifferentiableAt ℝ u ‖x‖) :
    localMeanForce kT (fun y => u ‖y‖) radialField x = 0
      ↔ ‖x‖ * deriv u ‖x‖ = kT * ((d : ℝ) - 1) := by
  have hr : ‖x‖ ≠ 0 := norm_ne_zero_iff.mpr hx
  rw [localMeanForce_central kT hx hu, sub_eq_zero, ← mul_div_assoc, eq_div_iff hr,
    mul_comm (deriv u ‖x‖)]

/-- In the harmonic well `k r² / 2` the local mean force vanishes at `x` exactly when
`k ‖x‖² = kT (d - 1)`. -/
theorem harmonic_localMeanForce_eq_zero_iff (kT k : ℝ) {x : Config d} (hx : x ≠ 0) :
    localMeanForce kT (fun y => k / 2 * ‖y‖ ^ 2) radialField x = 0
      ↔ k * ‖x‖ ^ 2 = kT * ((d : ℝ) - 1) := by
  have h : HasDerivAt (fun r : ℝ => k / 2 * r ^ 2) (k * ‖x‖) ‖x‖ :=
    ((hasDerivAt_pow 2 ‖x‖).const_mul (k / 2)).congr_deriv (by norm_num; ring)
  have h0 := localMeanForce_eq_zero_iff kT hx h.differentiableAt
  rw [h.deriv] at h0
  have e : ‖x‖ * (k * ‖x‖) = k * ‖x‖ ^ 2 := by ring
  rw [e] at h0
  exact h0

end

end RadialMeanForce
```

```lean
#print axioms RadialMeanForce.localMeanForce_central
#print axioms RadialMeanForce.hasDerivAt_radialFreeEnergy
#print axioms RadialMeanForce.boltzmann_radialFreeEnergy
#print axioms RadialMeanForce.harmonic_localMeanForce_eq_zero_iff
```

```
'RadialMeanForce.localMeanForce_central' depends on axioms: [propext, Classical.choice, Quot.sound]
'RadialMeanForce.hasDerivAt_radialFreeEnergy' depends on axioms: [propext, Classical.choice, Quot.sound]
'RadialMeanForce.boltzmann_radialFreeEnergy' depends on axioms: [propext, Classical.choice, Quot.sound]
'RadialMeanForce.harmonic_localMeanForce_eq_zero_iff' depends on axioms: [propext, Classical.choice, Quot.sound]
```

## A derivative at each point away from the origin

The main theorem, `hasDerivAt_radialFreeEnergy`, concerns two quantities. The first is the local mean force at a point $x$,

$$\langle \nabla U(x), w(x)\rangle - k_{\mathrm B}T\,\operatorname{div} w(x),$$

and the second is the radial free energy, a function of one real variable,

$$F(r) = u(r) - k_{\mathrm B}T\,(d-1)\ln r .$$

The theorem says that $F$ is differentiable at $r = \|x\|$ and that its derivative there is the local mean force at $x$.

In Lean, a configuration is an element of `Config d`, the Euclidean space of dimension `d`. The potential is the function `fun y => u ‖y‖`, and $w$ is `radialField`. The divergence is defined through the Fréchet derivative: apply it to each basis vector `EuclideanSpace.single i 1`, take component `i` of the result, and sum. The thermal energy is a single real variable `kT`, which stands for $k_{\mathrm B}T$; the `k` in the harmonic example is a separate variable, the spring constant.

The hypotheses are `hx : x ≠ 0` and differentiability of `u` at the one radius `‖x‖`. The potential may therefore be singular at the origin or have kinks at other radii. The sign of `kT` plays no role in the main theorem.

The sign convention is that of a free-energy derivative: a positive local mean force means that $F$ rises with $r$, so the effective force on the distance, $-F'(r)$, is its negative. This effective force includes the entropic term; the mechanical force along the radius is $-u'(r)$ alone.

## The growth of spheres as an entropic force

In blue-moon sampling and related methods, the derivative of the free energy along a coordinate $\xi$ is obtained as a conditional average of $\langle\nabla U, w\rangle - k_{\mathrm B}T\operatorname{div} w$ at fixed $\xi$, where $w$ is a field with $\langle w, \nabla\xi\rangle = 1$. For $\xi(x) = \|x\|$ the radial field qualifies, because it is the gradient of $\xi$ and has unit length. With a central potential the quantity to be averaged is constant on each sphere, so a single point already gives the answer. That averaging formula is background to the file, whose theorems are pointwise.

The divergence term represents the growth of the sphere's area, which is proportional to $r^{d-1}$. The theorem `boltzmann_radialFreeEnergy` shows the same factor in the exponential: for $r > 0$ and $k_{\mathrm B}T \neq 0$,

$$e^{-F(r)/k_{\mathrm B}T} = r^{d-1}\, e^{-u(r)/k_{\mathrm B}T}.$$

At positive temperature and for $d \ge 1$, the right-hand side is the unnormalised density of the distance $r$, provided that it can be normalised.

For an isolated pair in three dimensions with a central interaction, $x$ is the separation vector and the extra term is $-2k_{\mathrm B}T/r$. In this solvent-free model, it is the difference between the slope of the free energy read from a histogram of distances and the slope of the pair potential itself.

The local mean force vanishes exactly where $r\,u'(r) = k_{\mathrm B}T\,(d-1)$. For the harmonic well $u(r) = k r^2/2$ this becomes $k r^2 = k_{\mathrm B}T\,(d-1)$. With $k > 0$, positive temperature and $d \ge 2$, the solution $r = \sqrt{k_{\mathrm B}T(d-1)/k}$ is the most probable distance, although the most probable position is the origin. In one dimension there is no entropic term, and for $k \neq 0$ the condition has no solution away from the origin.

## From the gradient of the distance to the divergence

Write the norm as the square root of its square. The derivative of $\|x\|^2$ in direction $v$ is $2\langle x, v\rangle$, so for $x \neq 0$

$$D\|x\|[v] = \frac{1}{2\|x\|}\, 2\langle x, v\rangle = \langle w, v\rangle .$$

The gradient of the distance is therefore $w$. This is `hasGradientAt_norm`, and it assumes $x \neq 0$: for $d \ge 1$ the norm has no derivative at the origin. The lemma `norm_radialField` records that $\|w\| = 1$.

Next apply the product rule to $w = \|x\|^{-1}x$:

$$Dw[v] = \frac{v}{\|x\|} - \frac{\langle w, v\rangle}{\|x\|^2}\,x = \frac{v - \langle w, v\rangle w}{\|x\|}.$$

A small radial step leaves $w$ unchanged, while a small transverse step of length $s$ turns it by the angle $s/\|x\|$ to first order. The proof of `fderiv_radialField` builds the derivative from the chain rule for the inverse and the product rule `hinv.smul`; the tactic `module` then checks the vector identity between the two forms above.

Setting $v = e_i$, the $i$-th basis vector, and taking component $i$ gives $(1 - w_i^2)/\|x\|$, which is the statement `key` in `divergence_radialField`. Summing over $i$,

$$\operatorname{div} w = \frac{1}{\|x\|}\Big(d - \sum_i w_i^2\Big) = \frac{d-1}{\|x\|},$$

since the squared components of a unit vector add up to one. Of the $d$ directions, $d-1$ are transverse, and each contributes $1/\|x\|$. In the plane there is one such direction, hence the $1/r$ of the opening example.

## Matching the two derivatives

The chain rule gives $\nabla U(x) = u'(\|x\|)\,w$, which is `hasGradientAt_central`. Hence $\langle\nabla U, w\rangle = u'(\|x\|)\,\|w\|^2 = u'(\|x\|)$, and `localMeanForce_central` combines this with the divergence:

$$\langle\nabla U, w\rangle - k_{\mathrm B}T\operatorname{div} w = u'(\|x\|) - k_{\mathrm B}T\,\frac{d-1}{\|x\|}.$$

On the other side, the derivative of $\ln r$ is $1/r$, so

$$F'(r) = u'(r) - \frac{k_{\mathrm B}T\,(d-1)}{r}.$$

At $r = \|x\|$ the two expressions agree. The main proof rewrites the local mean force by the first formula, differentiates $F$ term by term, and leaves the comparison to `ring`.

The remaining results are short. For the Boltzmann factor, $-F/k_{\mathrm B}T = -u/k_{\mathrm B}T + (d-1)\ln r$, and exponentiating turns the logarithm into the power. For the zero of the mean force, one multiplies $u'(r) = k_{\mathrm B}T(d-1)/r$ by $r \neq 0$. The harmonic case inserts $u'(r) = kr$.

## `HasGradientAt`, a bridge between vectors and linear maps

The physics uses gradients, which are vectors, whereas Mathlib's chain and product rules for functions of several variables are stated for Fréchet derivatives, which are linear maps. The predicate `HasGradientAt f g x` joins the two: it means that the derivative of `f` at `x` is the linear map $v \mapsto \langle g, v\rangle$, which Mathlib writes as `InnerProductSpace.toDual` applied to `g`.

The proof crosses this bridge in both directions. To establish a gradient, `hasGradientAt_iff_hasFDerivAt` turns the goal into one about a linear map, the calculus rules supply a derivative, and `congr_fderiv` reduces the rest to showing that two linear maps agree on every vector `y`. To use a gradient, `.hasFDerivAt` hands it back to the chain rule; this is how the gradient of the norm enters the derivative of $w$. Finally, `.gradient` extracts the equation for the function `gradient` that appears in the definition of `localMeanForce`. Since that function returns zero where no gradient exists, proving `HasGradientAt` first ensures that the value in the theorem is a true gradient.
